# Trial densities and potentials bracket the mean-field free energy for a positive definite interaction

Classical carriers with Boltzmann statistics, at fixed temperature and chemical potential, live on a finite set of sites with a strictly positive density at each. Their mean-field interaction is a real symmetric positive definite matrix $K$. For this model, the minimum of the free energy over densities equals the maximum of a second functional over potentials.

```lean
import Mathlib

open Matrix

namespace DensityPotentialBounds

noncomputable section

variable {ι : Type*} [Fintype ι] [DecidableEq ι]

/-- Free energy of a density `n` on a finite set of sites: ideal entropy, external potential `v`,
and interaction `K` of the net charge `n - d`. Its domain is `n i > 0` at every site. -/
def freeEnergy (K : Matrix ι ι ℝ) (v d n : ι → ℝ) : ℝ :=
  ∑ i, n i * (Real.log (n i) - 1 + v i) + ((n - d) ⬝ᵥ (K *ᵥ (n - d))) / 2

/-- The functional of a trial potential `φ`, for an invertible interaction matrix `K`. -/
def potentialFunctional (K : Matrix ι ι ℝ) (v d φ : ι → ℝ) : ℝ :=
  -(φ ⬝ᵥ (K⁻¹ *ᵥ φ)) / 2 - d ⬝ᵥ φ - ∑ i, Real.exp (-v i - φ i)

/-- The density is the Boltzmann density in the external potential plus the potential
`K (n - d)` that its own net charge creates. -/
def SelfConsistent (K : Matrix ι ι ℝ) (v d n : ι → ℝ) : Prop :=
  ∀ i, n i = Real.exp (-v i - (K *ᵥ (n - d)) i)

omit [DecidableEq ι] in
/-- Reciprocity: for a positive definite interaction, the energy of `x` in the potential of `y`
is the energy of `y` in the potential of `x`. -/
theorem reciprocity {K : Matrix ι ι ℝ} (hK : K.PosDef) (x y : ι → ℝ) :
    x ⬝ᵥ (K *ᵥ y) = y ⬝ᵥ (K *ᵥ x) := by
  have hT : Kᵀ = K := by
    have h := hK.isHermitian.eq
    rwa [Matrix.conjTranspose_eq_transpose_of_trivial] at h
  rw [Matrix.dotProduct_mulVec, ← Matrix.mulVec_transpose, hT, dotProduct_comm]

/-- Completing the square for a positive definite interaction: the mismatch between a charge `m`
and a potential `φ` is the interaction energy of `m - K⁻¹ φ`. -/
theorem complete_square {K : Matrix ι ι ℝ} (hK : K.PosDef) (m φ : ι → ℝ) :
    (m ⬝ᵥ (K *ᵥ m)) / 2 + (φ ⬝ᵥ (K⁻¹ *ᵥ φ)) / 2 - φ ⬝ᵥ m
      = ((m - K⁻¹ *ᵥ φ) ⬝ᵥ (K *ᵥ (m - K⁻¹ *ᵥ φ))) / 2 := by
  have hinv : K *ᵥ (K⁻¹ *ᵥ φ) = φ := by
    rw [Matrix.mulVec_mulVec, Matrix.mul_nonsing_inv K (IsUnit.mk0 _ hK.det_pos.ne'),
      Matrix.one_mulVec]
  have h1 := reciprocity hK (K⁻¹ *ᵥ φ) m
  rw [hinv] at h1
  have h2 := dotProduct_comm φ m
  have h3 := dotProduct_comm φ (K⁻¹ *ᵥ φ)
  simp only [Matrix.mulVec_sub, hinv, sub_dotProduct, dotProduct_sub]
  linarith

/-- For a positive definite interaction and a positive density, the free energy exceeds the
potential functional by at least the interaction energy of the charge mismatch. -/
theorem gap_bound {K : Matrix ι ι ℝ} (hK : K.PosDef) (v d φ : ι → ℝ) {n : ι → ℝ}
    (hn : ∀ i, 0 < n i) :
    potentialFunctional K v d φ
      + ((n - d - K⁻¹ *ᵥ φ) ⬝ᵥ (K *ᵥ (n - d - K⁻¹ *ᵥ φ))) / 2 ≤ freeEnergy K v d n := by
  -- site by site, the entropic term `n (log n - 1)` of the free energy lies above its tangent
  have hs : ∑ i, -Real.exp (-v i - φ i)
      ≤ ∑ i, (n i * (Real.log (n i) - 1 + v i) + φ i * n i) := by
    refine Finset.sum_le_sum fun i _ => ?_
    have h := Real.add_one_le_exp (-v i - φ i - Real.log (n i))
    rw [Real.exp_sub, Real.exp_log (hn i), le_div_iff₀ (hn i)] at h
    linarith
  rw [Finset.sum_neg_distrib, Finset.sum_add_distrib] at hs
  have hd : φ ⬝ᵥ n = ∑ i, φ i * n i := rfl
  have hq := complete_square hK (n - d) φ
  have h1 := dotProduct_sub φ n d
  have h2 := dotProduct_comm φ d
  unfold potentialFunctional freeEnergy
  linarith

/-- For a positive definite interaction, every trial potential gives a value no higher than
the free energy of every positive trial density. -/
theorem weak_duality {K : Matrix ι ι ℝ} (hK : K.PosDef) (v d φ : ι → ℝ) {n : ι → ℝ}
    (hn : ∀ i, 0 < n i) : potentialFunctional K v d φ ≤ freeEnergy K v d n := by
  have h := hK.posSemidef.dotProduct_mulVec_nonneg (n - d - K⁻¹ *ᵥ φ)
  rw [star_trivial] at h
  linarith [gap_bound hK v d φ hn]

/-- For a positive definite interaction, each vector `p` gives an upper bound on the potential
functional that is affine in the potential. -/
theorem affine_bound {K : Matrix ι ι ℝ} (hK : K.PosDef) (v d p φ : ι → ℝ) :
    potentialFunctional K v d φ ≤ -(φ ⬝ᵥ p) + ((p - d) ⬝ᵥ (K *ᵥ (p - d))) / 2 := by
  have h := hK.posSemidef.dotProduct_mulVec_nonneg (p - d - K⁻¹ *ᵥ φ)
  rw [star_trivial] at h
  have hq := complete_square hK (p - d) φ
  have h1 := dotProduct_sub φ p d
  have h2 := dotProduct_comm φ d
  have h3 : 0 ≤ ∑ i, Real.exp (-v i - φ i) :=
    Finset.sum_nonneg fun i _ => (Real.exp_pos _).le
  unfold potentialFunctional
  linarith

/-- For a positive definite interaction, some potential maximises the potential functional. -/
theorem exists_best_potential {K : Matrix ι ι ℝ} (hK : K.PosDef) (v d : ι → ℝ) :
    ∃ φ, ∀ ψ, potentialFunctional K v d ψ ≤ potentialFunctional K v d φ := by
  -- potentials at least as good as zero lie in a box
  have hb : ∀ i, ∃ a b : ℝ, ∀ ψ : ι → ℝ,
      potentialFunctional K v d 0 ≤ potentialFunctional K v d ψ → a ≤ ψ i ∧ ψ i ≤ b := by
    intro i
    let e : ι → ℝ := Pi.single i 1
    refine ⟨potentialFunctional K v d 0 - ((-e - d) ⬝ᵥ (K *ᵥ (-e - d))) / 2,
      ((e - d) ⬝ᵥ (K *ᵥ (e - d))) / 2 - potentialFunctional K v d 0, fun ψ h => ?_⟩
    have he : ψ ⬝ᵥ e = ψ i := by simp [e]
    have h1 := affine_bound hK v d e ψ
    have h2 := affine_bound hK v d (-e) ψ
    rw [dotProduct_neg, he] at h2
    rw [he] at h1
    constructor <;> linarith
  choose a b hab using hb
  have box : ∀ ψ, potentialFunctional K v d 0 ≤ potentialFunctional K v d ψ →
      ψ ∈ Set.Icc a b := fun ψ h => ⟨fun i => (hab i ψ h).1, fun i => (hab i ψ h).2⟩
  have hc : Continuous fun φ => potentialFunctional K v d φ := by
    simp only [potentialFunctional, dotProduct, Matrix.mulVec]
    fun_prop
  obtain ⟨φ, _, hmax⟩ := (isCompact_Icc (a := a) (b := b)).exists_isMaxOn
    ⟨0, box 0 le_rfl⟩ hc.continuousOn
  refine ⟨φ, fun ψ => ?_⟩
  rcases le_total (potentialFunctional K v d 0) (potentialFunctional K v d ψ) with h | h
  · exact isMaxOn_iff.mp hmax ψ (box ψ h)
  · exact h.trans (isMaxOn_iff.mp hmax 0 (box 0 le_rfl))

/-- Discrete Poisson–Boltzmann equation: for a positive definite interaction, the source of a
maximising potential is its Boltzmann density minus `d`. -/
theorem poisson_boltzmann {K : Matrix ι ι ℝ} (hK : K.PosDef) (v d φ : ι → ℝ)
    (hφ : ∀ ψ, potentialFunctional K v d ψ ≤ potentialFunctional K v d φ) :
    K⁻¹ *ᵥ φ = (fun i => Real.exp (-v i - φ i)) - d := by
  -- the derivative along every direction e vanishes
  have key : ∀ e : ι → ℝ, (-(e ⬝ᵥ (K⁻¹ *ᵥ φ)) - d ⬝ᵥ e)
      - ∑ j, Real.exp (-v j - (φ j + 0 * e j)) * (-e j) = 0 := by
    intro e
    have hexp : ∀ t : ℝ, potentialFunctional K v d (φ + t • e)
        = (-(φ ⬝ᵥ (K⁻¹ *ᵥ φ)) / 2 - d ⬝ᵥ φ) + t * (-(e ⬝ᵥ (K⁻¹ *ᵥ φ)) - d ⬝ᵥ e)
          + t ^ 2 * (-(e ⬝ᵥ (K⁻¹ *ᵥ e)) / 2)
          - ∑ j, Real.exp (-v j - (φ j + t * e j)) := by
      intro t
      simp only [potentialFunctional, Matrix.mulVec_add, Matrix.mulVec_smul, add_dotProduct,
        dotProduct_add, smul_dotProduct, dotProduct_smul, smul_eq_mul, Pi.add_apply,
        Pi.smul_apply]
      rw [reciprocity hK.inv φ e]
      ring
    have hq : ∀ A B C : ℝ, HasDerivAt (fun t : ℝ => A + t * B + t ^ 2 * C) B 0 := by
      intro A B C
      have h := (((hasDerivAt_id' (0 : ℝ)).mul_const B).const_add A).fun_add
        (((hasDerivAt_id' (0 : ℝ)).fun_pow 2).mul_const C)
      exact h.congr_deriv (by simp)
    have hs : HasDerivAt (fun t : ℝ => ∑ j, Real.exp (-v j - (φ j + t * e j)))
        (∑ j, Real.exp (-v j - (φ j + 0 * e j)) * (-e j)) 0 := by
      refine HasDerivAt.fun_sum fun j _ => ?_
      have h := (((hasDerivAt_id' (0 : ℝ)).mul_const (e j)).const_add (φ j)).const_sub (-v j)
      exact (h.congr_deriv (by ring : -(1 * e j) = -e j)).exp
    have hD := (hq (-(φ ⬝ᵥ (K⁻¹ *ᵥ φ)) / 2 - d ⬝ᵥ φ) (-(e ⬝ᵥ (K⁻¹ *ᵥ φ)) - d ⬝ᵥ e)
      (-(e ⬝ᵥ (K⁻¹ *ᵥ e)) / 2)).fun_sub hs
    refine IsLocalMax.hasDerivAt_eq_zero (Filter.Eventually.of_forall fun t => ?_) hD
    have h0 := hexp 0
    rw [zero_smul, add_zero] at h0
    have ht := hφ (φ + t • e)
    rw [hexp t, h0] at ht
    exact ht
  funext i
  have h := key (Pi.single i 1)
  have hsum : ∑ j, Real.exp (-v j - φ j) * (-(Pi.single i 1 : ι → ℝ) j)
      = -Real.exp (-v i - φ i) := by simp [Pi.single_apply]
  simp only [zero_mul, add_zero] at h
  rw [hsum, single_dotProduct, dotProduct_single, one_mul, mul_one] at h
  simp only [Pi.sub_apply]
  linarith

/-- For a positive definite interaction, the free energy of a self-consistent density equals
the potential functional at the potential `K (n - d)`. -/
theorem selfConsistent_eq {K : Matrix ι ι ℝ} (hK : K.PosDef) {v d n : ι → ℝ}
    (hn : SelfConsistent K v d n) :
    freeEnergy K v d n = potentialFunctional K v d (K *ᵥ (n - d)) := by
  have hinv : K⁻¹ *ᵥ (K *ᵥ (n - d)) = n - d := by
    rw [Matrix.mulVec_mulVec, Matrix.nonsing_inv_mul K (IsUnit.mk0 _ hK.det_pos.ne'),
      Matrix.one_mulVec]
  have h1 : ∑ i, n i * (Real.log (n i) - 1 + v i)
      = ∑ i, (-(n i * (K *ᵥ (n - d)) i) - Real.exp (-v i - (K *ᵥ (n - d)) i)) := by
    refine Finset.sum_congr rfl fun i _ => ?_
    have hl : Real.log (n i) = -v i - (K *ᵥ (n - d)) i :=
      (congrArg Real.log (hn i)).trans (Real.log_exp _)
    rw [hl, ← hn i]
    ring
  rw [Finset.sum_sub_distrib, Finset.sum_neg_distrib] at h1
  have h2 : n ⬝ᵥ (K *ᵥ (n - d)) = ∑ i, n i * (K *ᵥ (n - d)) i := rfl
  have h3 := sub_dotProduct n d (K *ᵥ (n - d))
  have h4 := dotProduct_comm (K *ᵥ (n - d)) (n - d)
  unfold freeEnergy potentialFunctional
  rw [hinv]
  linarith

/-- For a positive definite interaction there is a self-consistent density whose free energy is
both the minimum over positive densities and the maximum of the potential functional. -/
theorem min_density_eq_max_potential {K : Matrix ι ι ℝ} (hK : K.PosDef) (v d : ι → ℝ) :
    ∃ n, SelfConsistent K v d n ∧
      IsLeast (freeEnergy K v d '' {m | ∀ i, 0 < m i}) (freeEnergy K v d n) ∧
      IsGreatest (Set.range (potentialFunctional K v d)) (freeEnergy K v d n) := by
  obtain ⟨φ, hφ⟩ := exists_best_potential hK v d
  let n : ι → ℝ := fun i => Real.exp (-v i - φ i)
  have hpos : ∀ i, 0 < n i := fun i => Real.exp_pos _
  -- the best potential is the one created by its own Boltzmann density
  have hpot : K *ᵥ (n - d) = φ := by
    have h : K⁻¹ *ᵥ φ = n - d := poisson_boltzmann hK v d φ hφ
    rw [← h, Matrix.mulVec_mulVec, Matrix.mul_nonsing_inv K (IsUnit.mk0 _ hK.det_pos.ne'),
      Matrix.one_mulVec]
  have hsc : SelfConsistent K v d n := by
    intro i
    rw [hpot]
  have heq := selfConsistent_eq hK hsc
  refine ⟨n, hsc, ⟨⟨n, hpos, rfl⟩, ?_⟩, ⟨⟨_, heq.symm⟩, ?_⟩⟩
  · rintro _ ⟨m, hm, rfl⟩
    rw [heq]
    exact weak_duality hK v d _ hm
  · rintro _ ⟨ψ, rfl⟩
    exact weak_duality hK v d ψ hpos

/-- For a positive definite interaction, the gap between a positive trial density and any trial
potential bounds the interaction energy of the error from a self-consistent density `n₀`. -/
theorem density_error_le_gap {K : Matrix ι ι ℝ} (hK : K.PosDef) {v d n₀ n : ι → ℝ}
    (h₀ : SelfConsistent K v d n₀) (hn : ∀ i, 0 < n i) (φ : ι → ℝ) :
    ((n - n₀) ⬝ᵥ (K *ᵥ (n - n₀))) / 2
      ≤ freeEnergy K v d n - potentialFunctional K v d φ := by
  have hpos : ∀ i, 0 < n₀ i := fun i => by
    rw [h₀ i]
    exact Real.exp_pos _
  have h := gap_bound hK v d (K *ᵥ (n₀ - d)) hn
  rw [Matrix.mulVec_mulVec, Matrix.nonsing_inv_mul K (IsUnit.mk0 _ hK.det_pos.ne'),
    Matrix.one_mulVec, sub_sub_sub_cancel_right, ← selfConsistent_eq hK h₀] at h
  linarith [weak_duality hK v d φ hpos]

end

end DensityPotentialBounds
```

```lean
#print axioms DensityPotentialBounds.min_density_eq_max_potential
#print axioms DensityPotentialBounds.density_error_le_gap
```

```
'DensityPotentialBounds.min_density_eq_max_potential' depends on axioms: [propext, Classical.choice, Quot.sound]
'DensityPotentialBounds.density_error_le_gap' depends on axioms: [propext, Classical.choice, Quot.sound]
```

## One classical carrier species on a grid

Energies are in units of $k_BT$. At site $i$, $n_i$ is the carrier number, $v_i$ the external potential energy minus the chemical potential and minus the logarithm of the effective number of states at the site, and $d_i$ the fixed background charge, such as that of ionised dopants, in units of the carrier charge and counted positive when its sign is opposite to that of the carriers. Write $\langle x,y\rangle=\sum_i x_iy_i$. The definitions `freeEnergy` and `potentialFunctional` are

$$F(n)=\sum_i n_i(\ln n_i-1+v_i)+\tfrac12\langle n-d,K(n-d)\rangle,$$

$$G(\varphi)=-\tfrac12\langle\varphi,K^{-1}\varphi\rangle-\langle d,\varphi\rangle-\sum_i e^{-v_i-\varphi_i}.$$

In an electrostatic model $K^{-1}$ is a symmetric discretisation of $-\nabla\cdot\varepsilon\nabla$, with $\varepsilon$ the permittivity, scaled to these units and with boundary conditions that make it invertible. The hypothesis `K.PosDef` includes symmetry and says that every net charge distribution with a non-zero charge on at least one site has positive interaction energy, even if its total charge vanishes. The vectors $v$ and $d$ are arbitrary.

`SelfConsistent` means $n_i=e^{-v_i-(K(n-d))_i}$. The theorem `min_density_eq_max_potential` provides such a density and states that its free energy is both the least value of $F$ over positive densities (`IsLeast`) and the greatest value of $G$ over all potentials (`IsGreatest`). Both extrema are attained.

The carrier number is not fixed, so the free energy here is a grand potential, and the statistics are Boltzmann. Degenerate carriers, correlations beyond mean field and the continuum limit lie beyond this model.

## Every potential gives a lower bound

Put $m=n-d$ and $r=m-K^{-1}\varphi$. Since $K$ is symmetric (`reciprocity`), expanding the square gives `complete_square`:

$$\tfrac12\langle r,Kr\rangle=\tfrac12\langle m,Km\rangle+\tfrac12\langle\varphi,K^{-1}\varphi\rangle-\langle\varphi,m\rangle.$$

For the entropy, insert $x=-v_i-\varphi_i-\ln n_i$ into $e^x\ge 1+x$ and multiply by $n_i>0$:

$$n_i(\ln n_i-1+v_i)+\varphi_in_i\ge -e^{-v_i-\varphi_i}.$$

Summing over sites and eliminating $\tfrac12\langle m,Km\rangle$ with the square yields `gap_bound`:

$$F(n)\ge G(\varphi)+\tfrac12\langle r,Kr\rangle.$$

In Lean, `Real.add_one_le_exp` supplies the tangent inequality and `linarith` combines the two parts. The last term is non-negative, so $G(\varphi)\le F(n)$, which is `weak_duality`.

## A best potential exists and is self-consistent

For any vector $p$, use the same square with $m=p-d$ and discard the exponentials in $G$. This is `affine_bound`:

$$G(\varphi)\le-\langle\varphi,p\rangle+\tfrac12\langle p-d,K(p-d)\rangle.$$

Taking $p$ to be plus and minus the $i$-th unit vector bounds $\varphi_i$ on both sides whenever $G(\varphi)\ge G(0)$. All such potentials lie in a closed box. The continuous function $G$ has a maximum on that box, and it is global because the box contains $0$ and any potential outside it gives less than $G(0)$. This is `exists_best_potential`.

At a maximiser the derivative along every direction $e$ vanishes:

$$-\langle e,K^{-1}\varphi\rangle-\langle d,e\rangle+\sum_j e_j e^{-v_j-\varphi_j}=0.$$

Unit vectors $e$ give the discrete Poisson–Boltzmann equation $K^{-1}\varphi=n-d$ with $n_i=e^{-v_i-\varphi_i}$ (`poisson_boltzmann`). Hence $\varphi=K(n-d)$, and $n$ is self-consistent. Substituting $\ln n_i=-v_i-\varphi_i$ gives

$$F(n)-G(\varphi)=-\langle n,\varphi\rangle+\langle n-d,\varphi\rangle+\langle d,\varphi\rangle=0,$$

which is `selfConsistent_eq`. With weak duality, this common value is the minimum and the maximum.

## The gap controls the density error

Let $n_0$ be self-consistent and apply `gap_bound` at $\varphi_0=K(n_0-d)$. Then $r=n-n_0$ and $G(\varphi_0)=F(n_0)$. Since $G(\varphi)\le F(n_0)$ for every trial $\varphi$,

$$\tfrac12\langle n-n_0,K(n-n_0)\rangle\le F(n)-F(n_0)\le F(n)-G(\varphi).$$

This is `density_error_le_gap`. In a finite-grid simulation of this Boltzmann model, it turns any positive trial density and any trial potential into an error bound that does not require the solution.

Take one site with $K=1$ and $v=d=0$. The trial values $n=\varphi=\tfrac12$ give

$$F=\tfrac12(\ln\tfrac12-1)+\tfrac18\approx-0.7216,\qquad G=-\tfrac18-e^{-1/2}\approx-0.7315.$$

The solution of $n_0=e^{-n_0}$ is $n_0\approx0.5671$, with $F(n_0)=-n_0-\tfrac12n_0^2\approx-0.7280$, inside the bracket. The gap is about $0.00996$, so $|n-n_0|\le0.142$; the actual error is about $0.067$.
